# The anomalous Nambu Green's function and the BCS gap Δ = ω / sinh(1/g)

For a real band energy ξ measured from the chemical potential, a gap Δ > 0 and the quasiparticle energy E = √(ξ² + Δ²), the off-diagonal entry of the Nambu Green's function G(z) = (z − ξτ₃ − Δτ₁)⁻¹, with Pauli matrices τ₁, τ₃ and complex energy z, equals Δ/(z² − E²) away from z = ±E and has residues ±Δ/(2E) at those two points. For a dimensionless coupling g > 0 and an energy cutoff ω > 0, the zero-temperature BCS gap equation for a constant density of states, 1 = g ∫₀^ω dξ/E, has exactly one positive solution, Δ = ω/sinh(1/g).

```lean
import Mathlib

open Matrix Filter Topology

namespace NambuGap

noncomputable section

/-- The Pauli matrix `τ₁` in Nambu space. -/
def tau1 : Matrix (Fin 2) (Fin 2) ℂ := !![0, 1; 1, 0]

/-- The Pauli matrix `τ₃` in Nambu space. -/
def tau3 : Matrix (Fin 2) (Fin 2) ℂ := !![1, 0; 0, -1]

/-- The Nambu Hamiltonian `ξ τ₃ + Δ τ₁`. -/
def ham (ξ Δ : ℝ) : Matrix (Fin 2) (Fin 2) ℂ := (ξ : ℂ) • tau3 + (Δ : ℂ) • tau1

/-- The Nambu Green's function `(z - ξ τ₃ - Δ τ₁)⁻¹`. -/
def green (ξ Δ : ℝ) (z : ℂ) : Matrix (Fin 2) (Fin 2) ℂ := (z • 1 - ham ξ Δ)⁻¹

/-- The quasiparticle energy `E = √(ξ² + Δ²)`. -/
def energy (ξ Δ : ℝ) : ℝ := Real.sqrt (ξ ^ 2 + Δ ^ 2)

/-- The pair amplitude `Δ / (2E)`. -/
def pairAmp (ξ Δ : ℝ) : ℝ := Δ / (2 * energy ξ Δ)

/-- The gap equation `1 = g ∫₀^ω dξ / E(ξ, Δ)` with coupling `g` and cutoff `ω`. -/
def GapEq (g ω Δ : ℝ) : Prop := 1 = g * ∫ ξ in (0 : ℝ)..ω, 1 / energy ξ Δ

/-- For a positive gap the quasiparticle energy is positive. -/
theorem energy_pos (ξ : ℝ) {Δ : ℝ} (hΔ : 0 < Δ) : 0 < energy ξ Δ :=
  Real.sqrt_pos.mpr (by positivity)

/-- For `z² ≠ E²` the determinant of `z - H` is invertible and both anomalous entries of the
Green's function equal `Δ / (z² - E²)`. -/
theorem anomalous_eq (ξ Δ : ℝ) {z : ℂ} (hz : z ^ 2 ≠ (energy ξ Δ : ℂ) ^ 2) :
    IsUnit (z • 1 - ham ξ Δ).det ∧
      green ξ Δ z 0 1 = Δ / (z ^ 2 - (energy ξ Δ : ℂ) ^ 2) ∧
      green ξ Δ z 1 0 = Δ / (z ^ 2 - (energy ξ Δ : ℂ) ^ 2) := by
  have hM : z • (1 : Matrix (Fin 2) (Fin 2) ℂ) - ham ξ Δ
      = !![z - ξ, -(Δ : ℂ); -(Δ : ℂ), z + ξ] := by
    ext i j
    fin_cases i <;> fin_cases j <;> simp [ham, tau1, tau3]
  have hR : energy ξ Δ ^ 2 = ξ ^ 2 + Δ ^ 2 := Real.sq_sqrt (by positivity)
  have hE : (energy ξ Δ : ℂ) ^ 2 = (ξ : ℂ) ^ 2 + (Δ : ℂ) ^ 2 := by exact_mod_cast hR
  -- the determinant is `z² - E²`
  have hdet : (z • (1 : Matrix (Fin 2) (Fin 2) ℂ) - ham ξ Δ).det
      = z ^ 2 - (energy ξ Δ : ℂ) ^ 2 := by
    rw [hM, Matrix.det_fin_two_of, hE]
    ring
  refine ⟨?_, ?_, ?_⟩
  · rw [hdet]
    exact IsUnit.mk0 _ (sub_ne_zero.mpr hz)
  · rw [green, Matrix.inv_def, hdet, Ring.inverse_eq_inv, hM, Matrix.adjugate_fin_two_of,
      div_eq_inv_mul]
    simp
  · rw [green, Matrix.inv_def, hdet, Ring.inverse_eq_inv, hM, Matrix.adjugate_fin_two_of,
      div_eq_inv_mul]
    simp

/-- Pole decomposition of the anomalous entry:
`G₀₁(z) = Δ/(2E) · (1/(z - E) - 1/(z + E))` for `Δ > 0` and `z² ≠ E²`. -/
theorem anomalous_poles (ξ : ℝ) {Δ : ℝ} (hΔ : 0 < Δ) {z : ℂ}
    (hz : z ^ 2 ≠ (energy ξ Δ : ℂ) ^ 2) :
    green ξ Δ z 0 1
      = (pairAmp ξ Δ : ℂ) * (1 / (z - energy ξ Δ) - 1 / (z + energy ξ Δ)) := by
  have hE : (energy ξ Δ : ℂ) ≠ 0 := by exact_mod_cast (energy_pos ξ hΔ).ne'
  have hf : z ^ 2 - (energy ξ Δ : ℂ) ^ 2 = (z - energy ξ Δ) * (z + energy ξ Δ) := by ring
  have hne := sub_ne_zero.mpr hz
  rw [hf] at hne
  have h1 := left_ne_zero_of_mul hne
  have h2 := right_ne_zero_of_mul hne
  rw [(anomalous_eq ξ Δ hz).2.1, hf, pairAmp]
  push_cast
  field_simp
  ring

/-- For `Δ > 0` the anomalous entry `G₀₁` has residue `Δ/(2E)` at `z = E` and `-Δ/(2E)` at `z = -E`, as limits
of `(z ∓ E) G₀₁(z)`. -/
theorem anomalous_residue (ξ : ℝ) {Δ : ℝ} (hΔ : 0 < Δ) :
    Tendsto (fun z : ℂ => (z - energy ξ Δ) * green ξ Δ z 0 1)
      (𝓝[≠] (energy ξ Δ : ℂ)) (𝓝 (pairAmp ξ Δ : ℂ)) ∧
    Tendsto (fun z : ℂ => (z + energy ξ Δ) * green ξ Δ z 0 1)
      (𝓝[≠] (-(energy ξ Δ : ℂ))) (𝓝 (-(pairAmp ξ Δ : ℂ))) := by
  have hE : (energy ξ Δ : ℂ) ≠ 0 := by exact_mod_cast (energy_pos ξ hΔ).ne'
  -- near a pole `p`, the product `(z - p) G₀₁` equals `Δ / (z + p)`
  have key : ∀ p : ℂ, p ≠ 0 → p ^ 2 = (energy ξ Δ : ℂ) ^ 2 →
      Tendsto (fun z : ℂ => (z - p) * green ξ Δ z 0 1) (𝓝[≠] p) (𝓝 (Δ / (p + p))) := by
    intro p hp hp2
    have hpp : p + p ≠ 0 := by
      rw [← two_mul]
      exact mul_ne_zero two_ne_zero hp
    have hc : ContinuousAt (fun z : ℂ => z + p) p := by fun_prop
    have hcont : ContinuousAt (fun z : ℂ => (Δ : ℂ) / (z + p)) p :=
      ContinuousAt.div (f := fun _ => (Δ : ℂ)) (g := fun z : ℂ => z + p)
        continuousAt_const hc hpp
    have hev : ∀ᶠ z in 𝓝[≠] p, z + p ≠ 0 :=
      (hc.eventually_ne hpp).filter_mono nhdsWithin_le_nhds
    refine (hcont.tendsto.mono_left nhdsWithin_le_nhds).congr' ?_
    filter_upwards [hev, self_mem_nhdsWithin] with z h2 hz
    have h1 : z - p ≠ 0 := sub_ne_zero.mpr hz
    have hf : z ^ 2 - (energy ξ Δ : ℂ) ^ 2 = (z - p) * (z + p) := by
      rw [← hp2]
      ring
    have hz2 : z ^ 2 ≠ (energy ξ Δ : ℂ) ^ 2 := by
      rw [← sub_ne_zero, hf]
      exact mul_ne_zero h1 h2
    rw [(anomalous_eq ξ Δ hz2).2.1, hf]
    field_simp
  have e1 : (pairAmp ξ Δ : ℂ) = Δ / ((energy ξ Δ : ℂ) + energy ξ Δ) := by
    rw [pairAmp, ← two_mul]
    push_cast
    rfl
  have e2 : -(pairAmp ξ Δ : ℂ) = Δ / (-(energy ξ Δ : ℂ) + -(energy ξ Δ : ℂ)) := by
    rw [e1, ← neg_add, div_neg]
  constructor
  · rw [e1]
    exact key _ hE rfl
  · rw [e2]
    have h := key (-(energy ξ Δ : ℂ)) (neg_ne_zero.mpr hE) (by ring)
    simpa only [sub_neg_eq_add] using h

/-- For `Δ > 0`, the gap integral in closed form: `∫₀^ω dξ / E = arsinh (ω / Δ)`. -/
theorem gap_integral (ω : ℝ) {Δ : ℝ} (hΔ : 0 < Δ) :
    ∫ ξ in (0 : ℝ)..ω, 1 / energy ξ Δ = Real.arsinh (ω / Δ) := by
  have hne := hΔ.ne'
  -- `arsinh (ξ / Δ)` is a primitive of `1 / E`
  have hd : ∀ x : ℝ, HasDerivAt (fun y => Real.arsinh (y / Δ)) (1 / energy x Δ) x := by
    intro x
    have h1 : HasDerivAt (fun y : ℝ => y / Δ) (1 / Δ) x := (hasDerivAt_id' x).div_const Δ
    have h2 : HasDerivAt (fun y => Real.arsinh (y / Δ))
        ((Real.sqrt (1 + (x / Δ) ^ 2))⁻¹ * (1 / Δ)) x :=
      HasDerivAt.comp (h := fun y : ℝ => y / Δ) x (Real.hasDerivAt_arsinh (x / Δ)) h1
    have hs : x ^ 2 + Δ ^ 2 = Δ ^ 2 * (1 + (x / Δ) ^ 2) := by
      field_simp
      ring
    have he : energy x Δ = Δ * Real.sqrt (1 + (x / Δ) ^ 2) := by
      rw [energy, hs, Real.sqrt_mul (sq_nonneg Δ), Real.sqrt_sq hΔ.le]
    refine h2.congr_deriv ?_
    rw [he, one_div, one_div, mul_inv, mul_comm]
  have hE : Continuous fun x : ℝ => energy x Δ := by
    unfold energy
    fun_prop
  have hc : Continuous fun x : ℝ => 1 / energy x Δ :=
    Continuous.div (f := fun _ => (1 : ℝ)) (g := fun x : ℝ => energy x Δ)
      continuous_const hE fun x => (energy_pos x hΔ).ne'
  rw [intervalIntegral.integral_eq_sub_of_hasDerivAt (fun x _ => hd x)
    (hc.intervalIntegrable _ _)]
  simp

/-- For positive coupling and cutoff, `Δ` is a positive solution of the gap equation exactly
when `Δ = ω / sinh (1/g)`. -/
theorem gap_solution {g ω : ℝ} (hg : 0 < g) (hω : 0 < ω) (Δ : ℝ) :
    (0 < Δ ∧ GapEq g ω Δ) ↔ Δ = ω / Real.sinh (1 / g) := by
  have hs : 0 < Real.sinh (1 / g) := Real.sinh_pos_iff.mpr (by positivity)
  constructor
  · rintro ⟨hΔ, h⟩
    rw [GapEq, gap_integral ω hΔ] at h
    have h1 : 1 / g = Real.arsinh (ω / Δ) := by
      rw [div_eq_iff hg.ne', mul_comm]
      exact h
    rw [h1, Real.sinh_arsinh]
    field_simp
  · intro h
    have hΔ : 0 < Δ := h ▸ div_pos hω hs
    refine ⟨hΔ, ?_⟩
    have h1 : ω / Δ = Real.sinh (1 / g) := by
      rw [div_eq_iff hΔ.ne', h, mul_div_cancel₀ _ hs.ne']
    rw [GapEq, gap_integral ω hΔ, h1, Real.arsinh_sinh]
    field_simp

/-- For `Δ > 0` the self-consistency condition `Δ = g ∫₀^ω 2 · Δ/(2E) dξ` in terms of the pair
amplitude is equivalent to the gap equation. -/
theorem selfConsistent_iff (g ω : ℝ) {Δ : ℝ} (hΔ : 0 < Δ) :
    Δ = g * ∫ ξ in (0 : ℝ)..ω, 2 * pairAmp ξ Δ ↔ GapEq g ω Δ := by
  have hf : ∀ ξ : ℝ, 2 * pairAmp ξ Δ = Δ * (1 / energy ξ Δ) := by
    intro ξ
    have := (energy_pos ξ hΔ).ne'
    rw [pairAmp]
    field_simp
  simp only [hf, intervalIntegral.integral_const_mul, GapEq]
  constructor
  · intro h
    apply mul_left_cancel₀ hΔ.ne'
    linear_combination h
  · intro h
    linear_combination Δ * h

/-- For coupling `g ≤ 0` and cutoff `ω ≥ 0` no positive `Δ` solves the gap equation. -/
theorem no_gap_of_repulsive {g ω Δ : ℝ} (hg : g ≤ 0) (hω : 0 ≤ ω) (hΔ : 0 < Δ) :
    ¬ GapEq g ω Δ := by
  intro h
  rw [GapEq, gap_integral ω hΔ] at h
  have h0 : 0 ≤ Real.arsinh (ω / Δ) := Real.arsinh_nonneg_iff.mpr (div_nonneg hω hΔ.le)
  nlinarith [mul_nonneg (neg_nonneg.mpr hg) h0]

/-- For positive coupling and cutoff, a positive solution of the gap equation obeys `Δ (1 - e^{-2/g}) = 2 ω e^{-1/g}` and lies
strictly above `2 ω e^{-1/g}`. -/
theorem gap_weak_coupling {g ω Δ : ℝ} (hg : 0 < g) (hω : 0 < ω) (hΔ : 0 < Δ)
    (h : GapEq g ω Δ) :
    Δ * (1 - Real.exp (-(2 / g))) = 2 * ω * Real.exp (-(1 / g)) ∧
      2 * ω * Real.exp (-(1 / g)) < Δ := by
  have hpos : 0 < Real.sinh (1 / g) := Real.sinh_pos_iff.mpr (by positivity)
  have hs : Δ * Real.sinh (1 / g) = ω :=
    (eq_div_iff hpos.ne').mp ((gap_solution hg hω Δ).mp ⟨hΔ, h⟩)
  rw [Real.sinh_eq] at hs
  have hea : Real.exp (1 / g) * Real.exp (-(1 / g)) = 1 := by
    rw [← Real.exp_add, add_neg_cancel, Real.exp_zero]
  have h2 : Real.exp (-(2 / g)) = Real.exp (-(1 / g)) ^ 2 := by
    rw [sq, ← Real.exp_add]
    congr 1
    ring
  have main : Δ * (1 - Real.exp (-(2 / g))) = 2 * ω * Real.exp (-(1 / g)) := by
    rw [h2]
    linear_combination 2 * Real.exp (-(1 / g)) * hs - Δ * hea
  refine ⟨main, ?_⟩
  have := mul_pos hΔ (Real.exp_pos (-(2 / g)))
  linarith

end

end NambuGap
```

```lean
#print axioms NambuGap.anomalous_eq
-- 'NambuGap.anomalous_eq' depends on axioms: [propext, Classical.choice, Quot.sound]
#print axioms NambuGap.selfConsistent_iff
-- 'NambuGap.selfConsistent_iff' depends on axioms: [propext, Classical.choice, Quot.sound]
#print axioms NambuGap.no_gap_of_repulsive
-- 'NambuGap.no_gap_of_repulsive' depends on axioms: [propext, Classical.choice, Quot.sound]
#print axioms NambuGap.gap_weak_coupling
-- 'NambuGap.gap_weak_coupling' depends on axioms: [propext, Classical.choice, Quot.sound]
```

## What the theorems say

Matrices are complex and 2×2, with rows and columns numbered 0 and 1 as in `Fin 2`. The entry `green ξ Δ z 0 1` is written G₀₁ below and `green ξ Δ z 1 0` is G₁₀. The definition `ham` is the matrix H = ξτ₃ + Δτ₁, `green` is G(z) = (z·1 − H)⁻¹ with 1 the unit matrix, `energy` is E, and `pairAmp` is the real number

F = Δ/(2E).

The theorem `energy_pos` gives E > 0 when Δ > 0, and three theorems concern G. For any real ξ and Δ, with no sign condition on Δ, and any z with z² ≠ E², `anomalous_eq` states that det(z − H) is invertible and that

G₀₁(z) = G₁₀(z) = Δ/(z² − E²).

For Δ > 0 and z² ≠ E², `anomalous_poles` states the partial-fraction form

G₀₁(z) = F · [1/(z − E) − 1/(z + E)].

For Δ > 0, `anomalous_residue` states two limits:

(z − E) G₀₁(z) → F as z → E,

(z + E) G₀₁(z) → −F as z → −E.

The filter `𝓝[≠]` is the punctured neighbourhood in the complex plane, so z approaches the pole from any direction and never sits on it. "Residue" means this limit, and no contour integral is involved. At z = ±E the matrix z − H is singular and Lean's inverse returns the zero matrix, so it is the `IsUnit` clause that makes `green` a true inverse under the hypothesis `hz`.

The remaining theorems concern the proposition `GapEq g ω Δ`, which reads

1 = g ∫₀^ω dξ / √(ξ² + Δ²).

For Δ > 0 and any real ω, `gap_integral` evaluates the integral as arsinh(ω/Δ). The main theorem `gap_solution` assumes g > 0 and ω > 0 and says, for every real Δ, that "Δ > 0 and the gap equation holds" is equivalent to Δ = ω/sinh(1/g). Read from right to left, the value ω/sinh(1/g) is positive and solves the equation. Read from left to right, no other positive number does. Since E depends on Δ only through Δ², a change of sign of Δ leaves the equation as it is, and uniqueness is meant among positive values.

For Δ > 0 and arbitrary real g and ω, `selfConsistent_iff` says that the gap equation is equivalent to

Δ = g ∫₀^ω 2F dξ.

For g ≤ 0, ω ≥ 0 and Δ > 0, `no_gap_of_repulsive` says that the gap equation fails; the edge cases g = 0 and ω = 0 are included. For g, ω, Δ > 0 satisfying the gap equation, `gap_weak_coupling` gives an identity and a strict bound:

Δ (1 − e^(−2/g)) = 2ω e^(−1/g),

2ω e^(−1/g) < Δ.

## The physics encoded

In the mean-field theory of a conventional spin-singlet superconductor, an electron of momentum k and spin up is paired with one of momentum −k and spin down. The Nambu spinor has the annihilator of the first as component 0 and the creator of the second as component 1. The particle has energy ξ measured from the chemical potential and the hole has −ξ, which is the term ξτ₃. The pairing field mixes the two components, which is the term Δτ₁. The off-diagonal entries of G are the anomalous functions that describe pair correlations, and F = Δ/(2E) is, up to a sign convention, the zero-temperature pair amplitude for that momentum.

Taking Δ real and positive fixes the phase of the order parameter. In the BCS model of phonon-mediated pairing the attraction has constant strength V for |ξ| below the Debye energy, which is ω here (ħ = 1), and vanishes above it. With a constant density of states per spin N₀ at the Fermi level, the dimensionless coupling is g = N₀V, and self-consistency asks that Δ equal g times the integral of F over −ω ≤ ξ ≤ ω. F is even in ξ, so that range folds onto 0 ≤ ξ ≤ ω, and this is the origin of the factor 2 in `2 * pairAmp ξ Δ`.

This motivation is assumed in the file and is not derived there. There are no fermion operators and no mean-field decoupling: H is a given 2×2 matrix, `GapEq` is a definition, and the self-consistency condition is written directly on the interval from 0 to ω. The link between the two halves of the file is that the same `pairAmp` is the residue of G₀₁ at z = E and, multiplied by 2, the integrand of `selfConsistent_iff`. Of BCS theory the file contains the anomalous function and the zero-temperature gap for a momentum-independent Δ. The diagonal entries of G with their coherence factors, finite temperature, the transition temperature and retardation of the phonon interaction are absent from the statements. The closed form shows how the Debye energy and the coupling set the gap in this one-band, constant-density, sharp-cutoff mean-field model.

## Why it is true

### The anomalous entry

Written out, z − H has rows (z − ξ, −Δ) and (−Δ, z + ξ). Its determinant is

(z − ξ)(z + ξ) − Δ² = z² − ξ² − Δ² = z² − E².

A 2×2 matrix with rows (a, b) and (c, d) has adjugate with rows (d, −b) and (−c, a), and its inverse is the adjugate divided by the determinant. Here −b = −c = Δ, so both off-diagonal entries of G are Δ/(z² − E²). In `anomalous_eq`, `hM` is the explicit matrix, `hR` and `hE` state E² = ξ² + Δ² over the reals and over the complex numbers, and `hdet` is the determinant. Then `Matrix.inv_def` writes the inverse as inverse determinant times adjugate, and `Matrix.adjugate_fin_two_of` supplies the 2×2 adjugate.

### Poles and residues

For Δ > 0 the radicand ξ² + Δ² is positive, which is all that `energy_pos` needs. Factor z² − E² = (z − E)(z + E). Neither factor vanishes when z² ≠ E², and

1/(z − E) − 1/(z + E) = 2E / [(z − E)(z + E)].

Multiplying by Δ/(2E) gives Δ/(z² − E²). In `anomalous_poles`, `hf` is the factorisation, `h1` and `h2` say that the two factors are nonzero, and `field_simp` followed by `ring` clears the denominators and checks the identity.

Both residues come from one argument. Let p be a complex number with p ≠ 0 and p² = E². Then z² − E² = (z − p)(z + p). At z = p the factor z + p equals 2p ≠ 0, so by continuity it is nonzero for z near p. For such z with z ≠ p,

(z − p) G₀₁(z) = Δ/(z + p),

and the right side is continuous at p with value Δ/(2p). The choice p = E gives F and p = −E gives −F. This argument is `key` inside `anomalous_residue`. There `hcont` is the continuity of Δ/(z + p) at p, `hev` says that z + p ≠ 0 near p, and `congr'` transfers the limit to (z − p) G₀₁(z) because the two functions agree on a punctured neighbourhood. The equations `e1` and `e2` rewrite ±F in the form Δ/(p + p).

### The integral

For Δ > 0,

E = √(Δ² (1 + (ξ/Δ)²)) = Δ √(1 + (ξ/Δ)²).

The derivative of arsinh(x) is 1/√(1 + x²), and the chain rule gives

d/dξ arsinh(ξ/Δ) = (1/Δ) · 1/√(1 + (ξ/Δ)²) = 1/E.

The integrand 1/E is continuous because E never vanishes, so the fundamental theorem of calculus applies, and with arsinh(0) = 0,

∫₀^ω dξ/E = arsinh(ω/Δ).

In `gap_integral`, `h2` is the chain rule, `he` is the factored form of E, `hd` is the resulting derivative and `hc` is the continuity that yields integrability. The lemma `intervalIntegral.integral_eq_sub_of_hasDerivAt` is the fundamental theorem.

### Solving the gap equation

For Δ > 0 the equation now reads 1 = g · arsinh(ω/Δ). With g > 0, divide by g and apply sinh:

sinh(1/g) = ω/Δ, hence Δ = ω/sinh(1/g).

Conversely, sinh(1/g) > 0 for g > 0, so Δ = ω/sinh(1/g) is positive, ω/Δ = sinh(1/g), and g · arsinh(sinh(1/g)) = g · (1/g) = 1. The two branches of `gap_solution` follow these lines, with `Real.sinh_arsinh` in the first and `Real.arsinh_sinh` in the second; `hs` is the positivity of sinh(1/g).

For the self-consistent form, 2F = Δ · (1/E), which is `hf` in `selfConsistent_iff`. The constant Δ comes out of the integral, leaving Δ = Δ · g ∫₀^ω dξ/E. Cancelling Δ ≠ 0 gives the gap equation (`mul_left_cancel₀`), and multiplying the gap equation by Δ gives the converse.

For g ≤ 0 and ω ≥ 0, arsinh(ω/Δ) ≥ 0, so g · arsinh(ω/Δ) ≤ 0, which cannot equal 1. In `no_gap_of_repulsive` the sign of arsinh is `h0`, and `nlinarith` receives the nonnegative product (−g) · arsinh(ω/Δ).

### The exponential form

Put a = 1/g. The solution obeys Δ sinh(a) = ω, that is

Δ (e^a − e^(−a))/2 = ω.

Multiplying by 2e^(−a) and using e^a e^(−a) = 1 gives Δ (1 − e^(−2a)) = 2ω e^(−a). In `gap_weak_coupling` the `linear_combination` step does this: it takes 2e^(−a) times `hs` and subtracts Δ times `hea`, after `h2` has written e^(−2a) as the square of e^(−a). Rearranged, Δ − 2ω e^(−a) = Δ e^(−2a), which is positive, and the strict inequality follows.

## A numerical instance and the weak-coupling limit

The numbers and the limit that follow are ordinary arithmetic from the formulas above and were not run through Lean.

Take ξ = 3 and Δ = 4, so that E = 5 and F = 2/5. At z = 3 the matrix z − H has rows (0, −4) and (−4, 6), with determinant −16 = 3² − 5². The adjugate has off-diagonal entries 4, so G₀₁ = −1/4. The pole form agrees:

(2/5) · [1/(−2) − 1/8] = (2/5) · (−5/8) = −1/4.

For the gap equation take ω = 3 and g = 1/ln 2. Then sinh(ln 2) = (2 − 1/2)/2 = 3/4 and Δ = 3/(3/4) = 4. As a check, arsinh(3/4) = ln(3/4 + 5/4) = ln 2, so g times the integral is 1. With e^(−1/g) = 1/2 and e^(−2/g) = 1/4, the identity reads 4 · (3/4) = 2 · 3 · (1/2) = 3, and the bound reads 3 < 4.

The identity can be written as a ratio,

Δ / (2ω e^(−1/g)) = 1/(1 − e^(−2/g)).

As g decreases to zero the right side tends to 1, and the gap approaches the familiar weak-coupling expression 2ω e^(−1/g) from above. The relative shortfall (Δ − 2ω e^(−1/g))/Δ is exactly e^(−2/g). It is 1/4 in the example, where g ≈ 1.44 and Δ > ω are chosen for easy arithmetic and lie far outside the weak-coupling regime, and e^(−8) ≈ 3.4 × 10⁻⁴ at g = 1/4.
